# For an attractive coupling, the Cooper equation has one root between neighbouring pair energies and none above the highest

The single-particle levels are modelled as a finite, strictly increasing list of real numbers, with any degeneracy carried by a positive weight $d_k$ instead of a repeated entry. The pair energies of the title are the unperturbed ones, $2e_k$. Roots are sought only in the open intervals between neighbouring pair energies and above the last one, where every denominator of the Cooper equation is nonzero.

```lean
import Mathlib

open Filter Topology Set

namespace CooperTrappedRoots

noncomputable section

/-- The Cooper sum `∑ d_k / (2 e_k - E)` over levels `e_k` with pair degeneracies `d_k`,
at pair energy `E`. -/
def cooperSum {m : ℕ} (d e : Fin m → ℝ) (E : ℝ) : ℝ :=
  ∑ k, d k / (2 * e k - E)

/-- The open interval between the neighbouring unperturbed pair energies
`2 e_k` and `2 e_(k+1)`. -/
abbrev pairGap {n : ℕ} (e : Fin (n + 1) → ℝ) (k : Fin n) : Set ℝ :=
  Ioo (2 * e k.castSucc) (2 * e k.succ)

/-- Every level lies at or below the lower edge of a given gap, or at or above its upper edge. -/
theorem level_outside_gap {n : ℕ} {e : Fin (n + 1) → ℝ} (he : StrictMono e)
    (k : Fin n) (j : Fin (n + 1)) : e j ≤ e k.castSucc ∨ e k.succ ≤ e j := by
  rcases le_or_gt j k.castSucc with h | h
  · exact Or.inl (he.monotone h)
  · exact Or.inr (he.monotone (Fin.le_def.mpr (Nat.succ_le_of_lt (Fin.lt_def.mp h))))

/-- Between two neighbouring unperturbed pair energies the Cooper sum increases strictly
with the pair energy. -/
theorem cooperSum_strictMonoOn {n : ℕ} {d e : Fin (n + 1) → ℝ} (he : StrictMono e)
    (hd : ∀ j, 0 < d j) (k : Fin n) : StrictMonoOn (cooperSum d e) (pairGap e k) := by
  intro x hx y hy hxy
  obtain ⟨hx1, hx2⟩ := hx
  obtain ⟨hy1, hy2⟩ := hy
  refine Finset.sum_lt_sum_of_nonempty Finset.univ_nonempty fun j _ => ?_
  -- both denominators have the same sign, since no level lies inside the gap
  have hpos : 0 < (2 * e j - y) * (2 * e j - x) := by
    rcases level_outside_gap he k j with h | h
    · exact mul_pos_of_neg_of_neg (by linarith) (by linarith)
    · exact mul_pos (by linarith) (by linarith)
  have hne := mul_ne_zero_iff.1 hpos.ne'
  rw [← sub_pos, div_sub_div _ _ hne.1 hne.2]
  refine div_pos ?_ hpos
  nlinarith [mul_pos (hd j) (sub_pos.2 hxy)]

/-- For distinct levels, the Cooper sum tends to minus infinity just above an unperturbed
pair energy and to plus infinity just below it. -/
theorem cooperSum_pole {m : ℕ} {d e : Fin m → ℝ} (he : Function.Injective e)
    (k : Fin m) (hd : 0 < d k) :
    Tendsto (cooperSum d e) (𝓝[>] (2 * e k)) atBot ∧
      Tendsto (cooperSum d e) (𝓝[<] (2 * e k)) atTop := by
  -- separate the singular term from the regular remainder
  have hsplit : cooperSum d e = fun E => d k * (2 * e k - E)⁻¹ +
      ∑ j ∈ Finset.univ.erase k, d j / (2 * e j - E) := by
    funext E
    rw [← div_eq_mul_inv]
    exact (Finset.add_sum_erase _ (fun j => d j / (2 * e j - E)) (Finset.mem_univ k)).symm
  have hrest : Tendsto (fun E => ∑ j ∈ Finset.univ.erase k, d j / (2 * e j - E))
      (𝓝 (2 * e k)) (𝓝 (∑ j ∈ Finset.univ.erase k, d j / (2 * e j - 2 * e k))) := by
    refine tendsto_finsetSum _ fun j hj => ?_
    refine tendsto_const_nhds.div (tendsto_const_nhds.sub tendsto_id) ?_
    intro h
    exact he.ne (Finset.ne_of_mem_erase hj) (by linarith)
  have hzero : Tendsto (fun E : ℝ => 2 * e k - E) (𝓝 (2 * e k)) (𝓝 0) := by
    have h : Continuous (fun E : ℝ => 2 * e k - E) := by fun_prop
    simpa using h.tendsto (2 * e k)
  rw [hsplit]
  constructor
  · have h1 : Tendsto (fun E : ℝ => 2 * e k - E) (𝓝[>] (2 * e k)) (𝓝[<] 0) := by
      refine tendsto_nhdsWithin_iff.2 ⟨hzero.mono_left nhdsWithin_le_nhds, ?_⟩
      filter_upwards [self_mem_nhdsWithin] with E hE
      exact mem_Iio.2 (sub_neg.2 (mem_Ioi.1 hE))
    exact ((tendsto_inv_nhdsLT_zero.comp h1).const_mul_atBot hd).atBot_add
      (hrest.mono_left nhdsWithin_le_nhds)
  · have h1 : Tendsto (fun E : ℝ => 2 * e k - E) (𝓝[<] (2 * e k)) (𝓝[>] 0) := by
      refine tendsto_nhdsWithin_iff.2 ⟨hzero.mono_left nhdsWithin_le_nhds, ?_⟩
      filter_upwards [self_mem_nhdsWithin] with E hE
      exact mem_Ioi.2 (sub_pos.2 (mem_Iio.1 hE))
    exact ((tendsto_inv_nhdsGT_zero.comp h1).const_mul_atTop hd).atTop_add
      (hrest.mono_left nhdsWithin_le_nhds)

/-- In each gap between neighbouring unperturbed pair energies the Cooper sum takes every
real value exactly once. -/
theorem cooperSum_existsUnique {n : ℕ} {d e : Fin (n + 1) → ℝ} (he : StrictMono e)
    (hd : ∀ j, 0 < d j) (k : Fin n) (c : ℝ) :
    ∃! E, E ∈ pairGap e k ∧ cooperSum d e E = c := by
  have hab : 2 * e k.castSucc < 2 * e k.succ := by
    have := he (Fin.castSucc_lt_succ (i := k))
    linarith
  have hcont : ContinuousOn (cooperSum d e) (pairGap e k) := by
    change ContinuousOn (fun E => ∑ j, d j / (2 * e j - E)) (pairGap e k)
    refine continuousOn_finsetSum _ fun j _ => ?_
    refine continuousOn_const.div (continuousOn_const.sub continuousOn_id) ?_
    rintro E ⟨h1, h2⟩ h0
    have h0' : 2 * e j - E = 0 := h0
    rcases level_outside_gap he k j with h | h <;> linarith
  -- the sum is below `c` near the lower edge and above `c` near the upper edge
  have hl : ∀ᶠ E in 𝓝[>] (2 * e k.castSucc), E ∈ pairGap e k := Ioo_mem_nhdsGT hab
  have hu : ∀ᶠ E in 𝓝[<] (2 * e k.succ), E ∈ pairGap e k := Ioo_mem_nhdsLT hab
  obtain ⟨x, hxc, hx⟩ := (((cooperSum_pole he.injective k.castSucc (hd _)).1.eventually
    (eventually_lt_atBot c)).and hl).exists
  obtain ⟨y, hyc, hy⟩ := (((cooperSum_pole he.injective k.succ (hd _)).2.eventually
    (eventually_gt_atTop c)).and hu).exists
  obtain ⟨E, hE, hEc⟩ := isPreconnected_Ioo.intermediate_value hx hy hcont
    ⟨le_of_lt hxc, le_of_lt hyc⟩
  refine ⟨E, ⟨hE, hEc⟩, ?_⟩
  rintro F ⟨hF, hFc⟩
  exact (cooperSum_strictMonoOn he hd k).injOn hF hE (hFc.trans hEc.symm)

/-- For an attraction `g > 0` the Cooper equation has exactly one root between each two
neighbouring unperturbed pair energies, and no root above the highest one. -/
theorem cooper_roots_trapped {n : ℕ} {d e : Fin (n + 1) → ℝ} (he : StrictMono e)
    (hd : ∀ j, 0 < d j) {g : ℝ} (hg : 0 < g) :
    (∀ k : Fin n, ∃! E, E ∈ pairGap e k ∧ g * cooperSum d e E = 1) ∧
      ∀ E, 2 * e (Fin.last n) < E → g * cooperSum d e E ≠ 1 := by
  constructor
  · intro k
    have h : ∀ E, g * cooperSum d e E = 1 ↔ cooperSum d e E = 1 / g := fun E => by
      rw [eq_div_iff hg.ne', mul_comm]
    simp only [h]
    exact cooperSum_existsUnique he hd k (1 / g)
  · intro E hE h
    -- above the top level every term is negative
    have hneg : cooperSum d e E < 0 := by
      refine Finset.sum_neg (fun j _ => ?_) Finset.univ_nonempty
      have := he.monotone (Fin.le_last j)
      exact div_neg_of_pos_of_neg (hd j) (by linarith)
    linarith [mul_neg_of_pos_of_neg hg hneg]

/-- A stronger attraction lowers the trapped pair energy within its gap. -/
theorem trapped_root_decreases {n : ℕ} {d e : Fin (n + 1) → ℝ} (he : StrictMono e)
    (hd : ∀ j, 0 < d j) (k : Fin n) {g g' E E' : ℝ} (hg : 0 < g) (hgg : g < g')
    (hE : E ∈ pairGap e k) (hE' : E' ∈ pairGap e k)
    (h : g * cooperSum d e E = 1) (h' : g' * cooperSum d e E' = 1) : E' < E := by
  refine ((cooperSum_strictMonoOn he hd k).lt_iff_lt hE' hE).1 ?_
  rw [eq_one_div_of_mul_eq_one_right h, eq_one_div_of_mul_eq_one_right h']
  exact one_div_lt_one_div_of_lt hg hgg

/-- Each gap contains a zero of the Cooper sum that lies below the trapped pair energy
for every strength of the attraction. -/
theorem trapped_root_floor {n : ℕ} {d e : Fin (n + 1) → ℝ} (he : StrictMono e)
    (hd : ∀ j, 0 < d j) (k : Fin n) :
    ∃ E₀ ∈ pairGap e k, cooperSum d e E₀ = 0 ∧
      ∀ g > 0, ∀ E ∈ pairGap e k, g * cooperSum d e E = 1 → E₀ < E := by
  obtain ⟨E₀, ⟨h₀, hz⟩, -⟩ := cooperSum_existsUnique he hd k 0
  refine ⟨E₀, h₀, hz, fun g hg E hE h => ?_⟩
  refine ((cooperSum_strictMonoOn he hd k).lt_iff_lt h₀ hE).1 ?_
  rw [hz, eq_one_div_of_mul_eq_one_right h]
  exact one_div_pos.2 hg

/-- The trapped pair energy lies below the upper edge of its gap by at most `g` times the
total degeneracy of the levels from that edge upward. -/
theorem trapped_root_shift_le {n : ℕ} {d e : Fin (n + 1) → ℝ} (he : StrictMono e)
    (hd : ∀ j, 0 < d j) (k : Fin n) {g E : ℝ} (hg : 0 < g) (hE : E ∈ pairGap e k)
    (h : g * cooperSum d e E = 1) :
    2 * e k.succ - E ≤ g * ∑ j with k.succ ≤ j, d j := by
  obtain ⟨h1, h2⟩ := hE
  have hδ : 0 < 2 * e k.succ - E := by linarith
  -- drop the negative terms and bound the others by the nearest level
  have hS : cooperSum d e E ≤ (∑ j with k.succ ≤ j, d j) / (2 * e k.succ - E) := by
    rw [Finset.sum_div, Finset.sum_filter]
    refine Finset.sum_le_sum fun j _ => ?_
    split_ifs with hj
    · have := he.monotone hj
      exact div_le_div_of_nonneg_left (hd j).le hδ (by linarith)
    · have hlow : e j ≤ e k.castSucc := by
        rcases level_outside_gap he k j with h3 | h3
        · exact h3
        · exact absurd (he.le_iff_le.1 h3) hj
      exact (div_neg_of_pos_of_neg (hd j) (by linarith)).le
  have hm := mul_le_mul_of_nonneg_left hS hg.le
  rw [h, ← mul_div_assoc, le_div_iff₀ hδ, one_mul] at hm
  exact hm

/-- For two nondegenerate levels `-ε` and `ε`, the energy `√(g² + 4ε²) - g` lies between the
unperturbed pair energies and solves the Cooper equation. -/
theorem two_level_trapped_root {g ε : ℝ} (hg : 0 < g) (hε : 0 < ε) :
    √(g ^ 2 + 4 * ε ^ 2) - g ∈ Ioo (-(2 * ε)) (2 * ε) ∧
      g * cooperSum ![1, 1] ![-ε, ε] (√(g ^ 2 + 4 * ε ^ 2) - g) = 1 := by
  have hs : √(g ^ 2 + 4 * ε ^ 2) ^ 2 = g ^ 2 + 4 * ε ^ 2 := Real.sq_sqrt (by positivity)
  have hs0 : 0 ≤ √(g ^ 2 + 4 * ε ^ 2) := Real.sqrt_nonneg _
  generalize √(g ^ 2 + 4 * ε ^ 2) = s at hs hs0 ⊢
  have hlo : g < s := by nlinarith [mul_pos hε hε]
  have hhi : s < g + 2 * ε := by nlinarith [mul_pos hg hε]
  refine ⟨⟨by linarith, by linarith⟩, ?_⟩
  have h1 : 2 * (-ε) - (s - g) ≠ 0 := by
    intro h0
    linarith
  have h2 : 2 * ε - (s - g) ≠ 0 := by
    intro h0
    linarith
  rw [cooperSum, Fin.sum_univ_two]
  change g * (1 / (2 * (-ε) - (s - g)) + 1 / (2 * ε - (s - g))) = 1
  rw [div_add_div _ _ h1 h2, ← mul_div_assoc, div_eq_one_iff_eq (mul_ne_zero h1 h2)]
  linear_combination (-1 : ℝ) * hs

end

end CooperTrappedRoots
```

```lean
#print axioms CooperTrappedRoots.cooper_roots_trapped
-- 'CooperTrappedRoots.cooper_roots_trapped' depends on axioms: [propext, Classical.choice, Quot.sound]
#print axioms CooperTrappedRoots.trapped_root_floor
-- 'CooperTrappedRoots.trapped_root_floor' depends on axioms: [propext, Classical.choice, Quot.sound]
#print axioms CooperTrappedRoots.trapped_root_shift_le
-- 'CooperTrappedRoots.trapped_root_shift_le' depends on axioms: [propext, Classical.choice, Quot.sound]
#print axioms CooperTrappedRoots.two_level_trapped_root
-- 'CooperTrappedRoots.two_level_trapped_root' depends on axioms: [propext, Classical.choice, Quot.sound]
```

## From one pair to the Cooper equation

Consider one pair of electrons in time-reversed states. In Cooper's problem the levels open to the pair are those above a filled Fermi sea, whose only role is to block the states below. With both electrons in level $k$ it has energy $2e_k$ when there is no interaction. The attraction scatters the pair between any two pair states with the same matrix element $-g$, an idealisation of an interaction that is constant over the chosen energy window. If $a_k$ is the amplitude in each of the $d_k$ pair states of level $k$, the Schrödinger equation reads

$$(2e_k - E)\,a_k = g\sum_j d_j a_j .$$

Write $C$ for the sum on the right and suppose $C \neq 0$ and $E \neq 2e_k$ for all $k$. Then $a_k = gC/(2e_k-E)$. Multiplying by $d_k$, summing over $k$ and dividing by $C$ gives

$$g\,S(E) = 1,\qquad S(E) = \sum_k \frac{d_k}{2e_k - E}.$$

The Lean file starts from this equation, with `cooperSum d e E` for $S(E)$.

## What the theorem says

There are $n+1$ levels $e_0 < \dots < e_n$, indexed by `Fin (n + 1)`, and $n$ gaps, indexed by `Fin n`. For a gap index $k$, `k.castSucc` is level $k$ and `k.succ` is level $k+1$, so `pairGap e k` is the open interval $(2e_k, 2e_{k+1})$. The hypothesis `StrictMono e` orders the levels, `hd` makes all weights positive, and `hg` makes the interaction attractive. Setting every $d_k = 1$ gives the nondegenerate equation.

Under these hypotheses, `cooper_roots_trapped` states that each gap contains exactly one root and that no $E > 2e_n$ is a root. With a single level there are no gaps, and only the second part has content.

The theorem concerns one pair, finitely many levels and a constant coupling. It does not treat the region below $2e_0$, where the bound Cooper pair is found, or the coupled Richardson equations for several pairs. In this one-pair model, each gap brackets one root for a numerical search, although $S$ diverges at both ends of the gap and cannot be evaluated there.

## Why each gap holds exactly one root

No level lies strictly inside a gap: level $j$ satisfies $e_j \le e_k$ or $e_j \ge e_{k+1}$. This is `level_outside_gap`. For $x<y$ in the gap, $2e_j-x$ and $2e_j-y$ therefore have the same sign, and

$$\frac{d_j}{2e_j-y}-\frac{d_j}{2e_j-x}=\frac{d_j\,(y-x)}{(2e_j-y)(2e_j-x)}>0 .$$

Summing over $j$ shows that $S$ is strictly increasing on the gap. In `cooperSum_strictMonoOn`, `hpos` is the positive denominator and `nlinarith` handles the numerator.

Near $2e_k$ only the term $d_k/(2e_k-E)$ is singular, while the others approach a finite sum. Hence $S\to-\infty$ as $E$ approaches $2e_k$ from above, and $S\to+\infty$ from below. The lemma `cooperSum_pole` makes the same separation in `hsplit`.

Given any real $c$, there is thus a point near the lower edge of the gap with $S<c$ and one near the upper edge with $S>c$. Since $S$ is continuous on the gap, the intermediate value theorem gives a solution of $S(E)=c$, and strict monotonicity makes it unique. This is `cooperSum_existsUnique`; the Cooper root is the case $c=1/g$.

Above $2e_n$ every denominator is negative and every weight positive, so $gS(E)<0$ and cannot equal $1$.

## How the trapped root moves with the coupling

At a root, $S(E)=1/g$. A larger $g$ means a smaller value of $S$, and since $S$ increases with $E$, the root moves down (`trapped_root_decreases`).

It cannot reach the lower edge, however strong the attraction. The gap contains a point $E_0$ with $S(E_0)=0<1/g$, so $E_0<E$ for every $g>0$ (`trapped_root_floor`).

For the distance from the upper edge, put $\delta = 2e_{k+1}-E>0$. Terms with $j\le k$ are negative, and those with $j\ge k+1$ have denominators of at least $\delta$. Therefore

$$\frac1g=S(E)\le\frac1\delta\sum_{j\ge k+1}d_j,\qquad\text{so}\qquad \delta\le g\sum_{j\ge k+1}d_j .$$

This is `trapped_root_shift_le`, where `hS` is the bound on the sum. For fixed levels, the root therefore approaches the upper edge as $g\to0$.

For two nondegenerate levels $\pm\varepsilon$ with $\varepsilon>0$, and again $g>0$, clearing denominators gives

$$E^2+2gE-4\varepsilon^2=0,\qquad E=-g\pm\sqrt{g^2+4\varepsilon^2}.$$

Since $g<\sqrt{g^2+4\varepsilon^2}<g+2\varepsilon$, the plus sign gives a root between $0$ and $2\varepsilon$, inside the gap $(-2\varepsilon,2\varepsilon)$. `two_level_trapped_root` checks that this energy lies in the gap and solves the equation; its final `linear_combination` uses the fact that $\sqrt{g^2+4\varepsilon^2}$ squares to $g^2+4\varepsilon^2$. Here $E_0=0$.

## A repulsive coupling lets a root escape

Without $g>0$, the statement about energies above the top level is false. Take one level $e_0=0$ with $d_0=1$ and $g=-1$. The equation becomes $1/E=1$, with the root $E=1$ above $2e_0=0$: repulsion has pushed the pair energy up.

## The same problem as a matrix

Another model would start from the pair Hamiltonian, a matrix with the energies $2e_k$ on the diagonal and $-g$ added to every entry, and would speak of its eigenvalues. The derivation of the Cooper equation would then become part of the proof. Degeneracy would also look different: a level with $d_k$ pair states contributes $d_k-1$ eigenvalues that stay at $2e_k$, from states confined to that level whose amplitudes sum to zero. For them the sum of all pair-state amplitudes, which is $C$ in the derivation above, vanishes, so the Cooper equation does not see them.
